# The covalent two-electron singlet on two orthonormal orbitals: a nonzero cumulant whose spin-summed interatomic diagonal vanishes

A two-electron state is represented here by its amplitude $\Psi(p,q)$ on ordered pairs of spin orbitals, and not by a vector in Fock space, so that its reduced matrices are finite sums of products of amplitudes. With one orthonormal orbital on each of two atoms, a and b, the covalent singlet, which has one electron on each atom, then has a cumulant element of $-1/2$, although its diagonal cumulant between the atoms sums to zero over spin.

```lean
import Mathlib

open ComplexConjugate

namespace SingletCumulant

noncomputable section

/-- A spin orbital: the atom (0 is a, 1 is b) and the spin (0 is up, 1 is down). -/
abbrev SpinOrb := Fin 2 × Fin 2

/-- The spin orbital a-up. -/
abbrev aUp : SpinOrb := (0, 0)

/-- The spin orbital a-down. -/
abbrev aDn : SpinOrb := (0, 1)

/-- The spin orbital b-up. -/
abbrev bUp : SpinOrb := (1, 0)

/-- The spin orbital b-down. -/
abbrev bDn : SpinOrb := (1, 1)

/-- The one-particle matrix of a two-electron wavefunction, with trace two for a
normalised state. -/
def oneRDM {ι : Type*} [Fintype ι] (Ψ : ι → ι → ℂ) : Matrix ι ι ℂ :=
  fun p r => 2 * ∑ q, conj (Ψ p q) * Ψ r q

/-- The two-particle matrix of a two-electron wavefunction, normalised to the number
of ordered electron pairs. -/
def twoRDM {ι : Type*} (Ψ : ι → ι → ℂ) (p q r s : ι) : ℂ :=
  2 * (conj (Ψ p q) * Ψ r s)

/-- The two-particle cumulant: the two-particle matrix minus the antisymmetrised product
of one-particle matrices. -/
def cumulant {ι : Type*} [Fintype ι] (Ψ : ι → ι → ℂ) (p q r s : ι) : ℂ :=
  twoRDM Ψ p q r s - oneRDM Ψ p r * oneRDM Ψ q s + oneRDM Ψ p s * oneRDM Ψ q r

/-- The diagonal cumulant between atoms a and b, summed over both spins. -/
def interatomic (Ψ : SpinOrb → SpinOrb → ℂ) : ℂ :=
  ∑ σ : Fin 2, ∑ τ : Fin 2, cumulant Ψ (0, σ) (1, τ) (0, σ) (1, τ)

/-- The normalisation factor 1/√2. -/
def nrm : ℂ := (((√2)⁻¹ : ℝ) : ℂ)

/-- The antisymmetrised product of two spin orbitals, before normalisation. -/
def antisym (x y p q : SpinOrb) : ℂ :=
  (if p = x ∧ q = y then 1 else 0) - (if p = y ∧ q = x then 1 else 0)

/-- The Slater determinant of the spin orbitals x and y, normalised when they differ. -/
def slater (x y p q : SpinOrb) : ℂ := nrm * antisym x y p q

/-- The covalent singlet (a-up b-down minus a-down b-up)/√2. -/
def singlet (p q : SpinOrb) : ℂ := nrm * (slater aUp bDn p q - slater aDn bUp p q)

/-- A state with one electron on each atom and spin amplitudes M. -/
def covalent (M : Fin 2 → Fin 2 → ℂ) (p q : SpinOrb) : ℂ :=
  ∑ σ, ∑ τ, M σ τ * slater (0, σ) (1, τ) p q

/-- A singlet with covalent amplitude x and ionic amplitude y. -/
def mixed (x y : ℝ) (p q : SpinOrb) : ℂ :=
  x * (slater aUp bDn p q - slater aDn bUp p q)
    + y * (slater aUp aDn p q + slater bUp bDn p q)

/-- The factor 1/√2 squares to one half. -/
theorem nrm_sq : nrm ^ 2 = 1 / 2 := by
  have h : ((√2)⁻¹ : ℝ) ^ 2 = 1 / 2 := by
    rw [inv_pow, Real.sq_sqrt (by norm_num)]
    norm_num
  unfold nrm
  rw [← Complex.ofReal_pow, h]
  norm_num

/-- The factor 1/√2 is real. -/
theorem conj_nrm : conj nrm = nrm := Complex.conj_ofReal _

/-- The number 2 is its own complex conjugate. -/
theorem conj_two : conj (2 : ℂ) = 2 := Complex.ext (by simp) (by simp)

/-- In the singlet the two normalisation factors combine to one half. -/
theorem singlet_apply (p q : SpinOrb) :
    singlet p q = 1 / 2 * (antisym aUp bDn p q - antisym aDn bUp p q) := by
  unfold singlet slater
  linear_combination (antisym aUp bDn p q - antisym aDn bUp p q) * nrm_sq

/-- The one-particle matrix of the covalent singlet is half the identity. -/
theorem oneRDM_singlet : oneRDM singlet = (1 / 2 : ℂ) • (1 : Matrix SpinOrb SpinOrb ℂ) := by
  ext ⟨i, s⟩ ⟨j, t⟩
  fin_cases i <;> fin_cases s <;> fin_cases j <;> fin_cases t <;>
    simp [oneRDM, conj_two, singlet_apply, antisym]

/-- The diagonal interatomic cumulant elements of the covalent singlet are 1/4 for opposite spins
and -1/4 for parallel spins. -/
theorem singlet_spin_resolved (σ τ : Fin 2) :
    cumulant singlet (0, σ) (1, τ) (0, σ) (1, τ) = if σ = τ then -1 / 4 else 1 / 4 := by
  fin_cases σ <;> fin_cases τ <;>
    simp [cumulant, conj_two, oneRDM_singlet, twoRDM, singlet_apply, antisym] <;>
    norm_num

/-- For the covalent singlet the one-particle matrix is half the identity, the cumulant element
between a-up b-down and a-down b-up is -1/2, and the spin-summed diagonal interatomic cumulant
vanishes. -/
theorem singlet_cumulant :
    oneRDM singlet = (1 / 2 : ℂ) • (1 : Matrix SpinOrb SpinOrb ℂ) ∧
    cumulant singlet aUp bDn aDn bUp = -1 / 2 ∧
    interatomic singlet = 0 := by
  refine ⟨oneRDM_singlet, ?_, ?_⟩
  · simp [cumulant, conj_two, oneRDM_singlet, twoRDM, singlet_apply, antisym]
    norm_num
  · -- two elements 1/4 cancel two elements -1/4
    simp only [interatomic, singlet_spin_resolved, Fin.sum_univ_two]
    norm_num

/-- The spin-summed diagonal interatomic cumulant vanishes for every normalised state with
one electron on each atom, whatever the coupling of the two spins. -/
theorem interatomic_covalent (M : Fin 2 → Fin 2 → ℂ)
    (h : ∑ σ, ∑ τ, conj (M σ τ) * M σ τ = 1) : interatomic (covalent M) = 0 := by
  have h4 : nrm ^ 4 = 1 / 4 := by linear_combination (nrm ^ 2 + 1 / 2) * nrm_sq
  simp only [Fin.sum_univ_two] at h
  -- S is the squared norm of the state
  obtain ⟨S, hS⟩ : ∃ S, S = conj (M 0 0) * M 0 0 + conj (M 0 1) * M 0 1
      + (conj (M 1 0) * M 1 0 + conj (M 1 1) * M 1 1) := ⟨_, rfl⟩
  have key : interatomic (covalent M) = 2 * nrm ^ 2 * S - 4 * nrm ^ 4 * S ^ 2 := by
    rw [hS]
    simp [interatomic, cumulant, oneRDM, twoRDM, covalent, slater, antisym,
      Fintype.sum_prod_type, Fin.sum_univ_two, conj_nrm]
    ring
  rw [key, hS.trans h, nrm_sq, h4]
  norm_num

/-- For a normalised singlet with covalent amplitude x and ionic amplitude y, the spin-summed
diagonal interatomic cumulant is 4y²(x² - y²). -/
theorem interatomic_mixed (x y : ℝ) (h : 2 * x ^ 2 + 2 * y ^ 2 = 1) :
    interatomic (mixed x y) = ((4 * y ^ 2 * (x ^ 2 - y ^ 2) : ℝ) : ℂ) := by
  have h4 : nrm ^ 4 = 1 / 4 := by linear_combination (nrm ^ 2 + 1 / 2) * nrm_sq
  have h' : 2 * (x : ℂ) ^ 2 + 2 * (y : ℂ) ^ 2 = 1 := by exact_mod_cast h
  -- pair density, minus product of populations, plus exchange term
  have key : interatomic (mixed x y) = 4 * nrm ^ 2 * (x : ℂ) ^ 2
      - 16 * nrm ^ 4 * ((x : ℂ) ^ 2 + (y : ℂ) ^ 2) ^ 2
      + 32 * nrm ^ 4 * (x : ℂ) ^ 2 * (y : ℂ) ^ 2 := by
    simp [interatomic, cumulant, oneRDM, twoRDM, mixed, slater, antisym,
      Fintype.sum_prod_type, Fin.sum_univ_two, conj_nrm]
    ring
  rw [key, nrm_sq, h4]
  push_cast
  linear_combination (-2 * (x : ℂ) ^ 2) * h'

/-- For a normalised singlet with covalent amplitude x and ionic amplitude y, the spin-summed
diagonal interatomic cumulant vanishes exactly when y = 0 or x² = y². -/
theorem interatomic_mixed_eq_zero_iff (x y : ℝ) (h : 2 * x ^ 2 + 2 * y ^ 2 = 1) :
    interatomic (mixed x y) = 0 ↔ y = 0 ∨ x ^ 2 = y ^ 2 := by
  rw [interatomic_mixed x y h, Complex.ofReal_eq_zero, mul_eq_zero, sub_eq_zero]
  simp

end

end SingletCumulant
```

```lean
#print axioms SingletCumulant.singlet_cumulant
-- 'SingletCumulant.singlet_cumulant' depends on axioms: [propext, Classical.choice, Quot.sound]
#print axioms SingletCumulant.interatomic_covalent
-- 'SingletCumulant.interatomic_covalent' depends on axioms: [propext, Classical.choice, Quot.sound]
#print axioms SingletCumulant.interatomic_mixed_eq_zero_iff
-- 'SingletCumulant.interatomic_mixed_eq_zero_iff' depends on axioms: [propext, Classical.choice, Quot.sound]
```

## Amplitudes, reduced matrices and the cumulant

A spin orbital is a pair of type `SpinOrb`: the first entry gives the atom (0 for a, 1 for b), the second the spin (0 for up, 1 for down). The four names `aUp`, `aDn`, `bUp` and `bDn` stand for $a\uparrow$, $a\downarrow$, $b\uparrow$ and $b\downarrow$. Orthonormality enters through the definitions: `antisym` is built from Kronecker deltas, and no overlap integral appears anywhere.

The determinant $|xy|$ of two different spin orbitals $x$ and $y$ is `slater x y`, with amplitude $1/\sqrt2$ at $(x,y)$ and $-1/\sqrt2$ at $(y,x)$. The covalent singlet, called the singlet below, is $(|a{\uparrow}b{\downarrow}|-|a{\downarrow}b{\uparrow}|)/\sqrt2$.

For an amplitude $\Psi$ the file defines

$$\gamma(p,r)=2\sum_q\Psi^*(p,q)\Psi(r,q),\qquad \Gamma(pq;rs)=2\,\Psi^*(p,q)\Psi(r,s),$$

$$\lambda(pq;rs)=\Gamma(pq;rs)-\gamma(p,r)\gamma(q,s)+\gamma(p,s)\gamma(q,r).$$

These are `oneRDM`, `twoRDM` and `cumulant`. The factors of 2 fix the convention: for a normalised state $\gamma$ has trace 2, the number of electrons, and $\Gamma$ counts ordered pairs. The definitions accept any function $\Psi$, but the amplitude of an electron state is antisymmetric, and every state in the file is antisymmetric by construction.

The quantity `interatomic` is $\sum_{\sigma\tau}\lambda(a\sigma\,b\tau;a\sigma\,b\tau)$, where $\sigma$ is the spin on atom a and $\tau$ the spin on atom b.

## What is proved about the singlet and its relatives

The theorem `singlet_cumulant` states three things about the singlet: $\gamma$ is half the identity, $\lambda(a{\uparrow}b{\downarrow};a{\downarrow}b{\uparrow})=-1/2$, and the interatomic sum is zero. The theorem `singlet_spin_resolved` gives the four terms of that sum separately.

Two further results show how far the zero extends. In `interatomic_covalent` the state has one electron on each atom and an arbitrary complex matrix $M_{\sigma\tau}$ of spin amplitudes with $\sum_{\sigma\tau}|M_{\sigma\tau}|^2=1$; the interatomic sum is again zero. In `interatomic_mixed` the singlet gains ionic terms,

$$x\,(|a{\uparrow}b{\downarrow}|-|a{\downarrow}b{\uparrow}|)+y\,(|a{\uparrow}a{\downarrow}|+|b{\uparrow}b{\downarrow}|),$$

with real $x,y$ and $2x^2+2y^2=1$, and the sum becomes $4y^2(x^2-y^2)$. By `interatomic_mixed_eq_zero_iff` this is zero exactly when $y=0$ or $x^2=y^2$.

The model has one orbital per atom, two electrons and no Hamiltonian, so $x$ and $y$ are free parameters and not the outcome of an energy calculation. The definitions do not apply directly to atomic orbitals that overlap; such orbitals can be orthogonalised first. Within this two-orbital model, the result is a caution for bonding analysis: a vanishing spin-summed diagonal interatomic cumulant does not show that the electrons are uncorrelated.

## The singlet, element by element

The two factors $1/\sqrt2$, one from the determinant and one from the singlet combination, multiply to $1/2$. The nonzero amplitudes are therefore

$$\Psi(a{\uparrow},b{\downarrow})=\tfrac12,\quad \Psi(b{\downarrow},a{\uparrow})=-\tfrac12,\quad \Psi(a{\downarrow},b{\uparrow})=-\tfrac12,\quad \Psi(b{\uparrow},a{\downarrow})=\tfrac12.$$

Each spin orbital has exactly one partner, and different spin orbitals have different partners. In $\gamma(p,r)$ a common $q$ exists only for $p=r$, and then $\gamma(p,p)=2\cdot\tfrac14=\tfrac12$.

For the off-diagonal element, $\Gamma(a{\uparrow}b{\downarrow};a{\downarrow}b{\uparrow})=2\cdot\tfrac12\cdot(-\tfrac12)=-\tfrac12$. Both products of one-particle elements contain off-diagonal entries of $\gamma$ and vanish, so $\lambda=-\tfrac12$.

On the interatomic diagonal the exchange product $\gamma(a\sigma,b\tau)\gamma(b\tau,a\sigma)$ is zero and the direct product is $\tfrac14$. The pair term is $\tfrac12$ for opposite spins and $0$ for parallel spins. The elements are thus $+\tfrac14$ twice and $-\tfrac14$ twice, and they cancel.

In Lean, `nrm_sq` and `singlet_apply` combine the normalisation factors. The proof of `oneRDM_singlet` splits the matrix into its sixteen entries with `fin_cases` and evaluates each by `simp`. The same method gives the four spin-resolved elements, which `singlet_cumulant` then adds.

## One electron on each atom

For the covalent state $\Psi(a\sigma,b\tau)=M_{\sigma\tau}/\sqrt2$, with the opposite sign when the arguments are exchanged. Let $S=\sum_{\sigma\tau}|M_{\sigma\tau}|^2$. The pair terms $2|\Psi(a\sigma,b\tau)|^2=|M_{\sigma\tau}|^2$ add up to $S$. The populations are

$$\sum_\sigma\gamma(a\sigma,a\sigma)=S,\qquad \sum_\tau\gamma(b\tau,b\tau)=S,$$

and $\gamma(a\sigma,b\tau)=0$, because the partner of an electron on a is always on b and the reverse. The interatomic sum is therefore $S-S^2$, which is zero for $S=1$.

Physically, each atom holds exactly one electron, so the two populations do not fluctuate, and $\gamma$ has no element between the atoms, so the exchange term is zero. The spin coupling can still correlate the electrons strongly, as the element $-1/2$ shows for the singlet.

The step `key` in `interatomic_covalent` is this identity before the normalisation factor has been evaluated; the hypothesis then sets $S=1$.

Normalisation matters. Take $M_{01}=1$, $M_{10}=-1$ and the other two entries zero, which is the singlet without its outer factor $1/\sqrt2$. Then $S=2$ and the interatomic sum is $2-4=-2$. The same state is $x=1$, $y=0$ in the ionic family, so the criterion for zeros fails there too if its normalisation condition is removed.

## Ionic admixture

All amplitudes of this superposition of covalent and ionic terms are $\pm x/\sqrt2$, $\pm y/\sqrt2$ or zero. Three contributions make up the interatomic sum:

- The two opposite-spin pairs with one electron on each atom contribute $2\cdot 2\cdot x^2/2=2x^2$.
- Each spin orbital has occupation $x^2+y^2$, so each atom has population $2(x^2+y^2)$, and the product of populations is $4(x^2+y^2)^2$.
- For equal spins $\gamma(a\sigma,b\sigma)=2xy$, while it is zero for different spins; the exchange term adds $2(2xy)^2=8x^2y^2$.

The total is $2x^2-4(x^2+y^2)^2+8x^2y^2$. Normalisation allows $2x^2$ to be written as $2x^2(2x^2+2y^2)=4x^4+4x^2y^2$, which gives

$$4x^4+4x^2y^2-4(x^2+y^2)^2+8x^2y^2=4x^2y^2-4y^4=4y^2(x^2-y^2).$$

In `interatomic_mixed`, `key` records the three contributions, and the closing `linear_combination` uses the normalisation condition with the same multiplier $2x^2$, up to sign. The criterion for zeros follows by factoring.

The two kinds of zero differ in character. At $y=0$ the state is the covalent singlet, with its nonzero element $-1/2$. At $x^2=y^2$ it is a single determinant, the doubly occupied bonding orbital $(a+b)/\sqrt2$ for $x=y$ or the antibonding one $(a-b)/\sqrt2$ for $x=-y$, and every cumulant element vanishes. The criterion for zeros supplies only the condition on $x$ and $y$; the single-determinant form at $x^2=y^2$ follows by expanding the determinant of the doubly occupied orbital, a step that is not formalised here.

## The same quantities in Fock space

With creation operators $c_p^\dagger$ and annihilation operators $c_p$, the reduced matrices could have been defined as $\gamma(p,r)=\langle c_p^\dagger c_r\rangle$ and $\Gamma(pq;rs)=\langle c_p^\dagger c_q^\dagger c_s c_r\rangle$. For the states treated here the values would be the same. The definitions would then cover any number of electrons. For a two-electron state, the anticommutation relations reduce each element to amplitudes.
